# Projected gradient descent within a subspace depends only on the functional's values there

Let `F` and `G` be differentiable real-valued functionals on a real Hilbert space that agree on a subspace `M` onto which orthogonal projection exists. Each descent step subtracts `η` times the projection onto `M` of the functional's gradient, where `η` is any fixed real number. The lemma says that, from a starting point in `M`, both functionals give the same point after any number of steps, and that this point lies in `M`; it does not say that the descent converges. The proof is by induction on the number of steps, using an earlier theorem that the two projected gradients are equal at every point of `M`.

The first attempt, which Lean rejects:

```lean
import Mathlib

open Function

namespace LearnedFunctionalGradient

noncomputable section

variable {E : Type*} [NormedAddCommGroup E] [InnerProductSpace ℝ E]

/-- The functional `F` with a linear term `⟨w, x⟩` added. -/
def tilt (F : E → ℝ) (w : E) (x : E) : ℝ := F x + inner ℝ w x

/-- Where `F` is differentiable, the derivative of the tilted functional is that of `F` plus the
linear form `⟨w, ·⟩`. -/
theorem hasFDerivAt_tilt {F : E → ℝ} {x : E} (hF : DifferentiableAt ℝ F x) (w : E) :
    HasFDerivAt (tilt F w) (fderiv ℝ F x + innerSL ℝ w) x :=
  hF.hasFDerivAt.fun_add (innerSL ℝ w).hasFDerivAt

/-- Two vectors have the same projection onto `M` exactly when their difference is
orthogonal to `M`. -/
theorem projection_eq_iff (M : Submodule ℝ E) [M.HasOrthogonalProjection] (g f : E) :
    M.starProjection g = M.starProjection f ↔ g - f ∈ Mᗮ := by
  constructor
  · intro h
    rw [Submodule.mem_orthogonal']
    intro u hu
    have a := M.starProjection_inner_eq_zero g u hu
    have b := M.starProjection_inner_eq_zero f u hu
    rw [h] at a
    rw [inner_sub_left] at a b ⊢
    linarith
  · intro h
    apply Submodule.eq_starProjection_of_mem_of_inner_eq_zero (M.starProjection_apply_mem f)
    intro u hu
    have b := M.starProjection_inner_eq_zero f u hu
    have c := (Submodule.mem_orthogonal' M (g - f)).1 h u hu
    rw [inner_sub_left] at b c ⊢
    linarith

variable [CompleteSpace E]

/-- The inner product of the gradient of `F` at `x` with `v` is the derivative `fderiv ℝ F x`
applied to `v`. -/
theorem inner_gradient (F : E → ℝ) (x v : E) :
    inner ℝ (gradient F x) v = fderiv ℝ F x v := by
  unfold gradient
  exact InnerProductSpace.toDual_symm_apply

/-- If two functionals agree on `M` and are differentiable at a point of `M`, their gradients there
have equal inner products with every vector of `M`. -/
theorem tangential_slope_eq {M : Submodule ℝ E} {F G : E → ℝ} {x v : E}
    (hF : DifferentiableAt ℝ F x) (hG : DifferentiableAt ℝ G x)
    (h : Set.EqOn G F M) (hx : x ∈ M) (hv : v ∈ M) :
    inner ℝ (gradient G x) v = inner ℝ (gradient F x) v := by
  rw [inner_gradient, inner_gradient]
  have dF : HasDerivAt (fun t : ℝ => F (x + t • v)) (fderiv ℝ F x v) 0 :=
    hF.hasFDerivAt.hasLineDerivAt v
  have dG : HasDerivAt (fun t : ℝ => G (x + t • v)) (fderiv ℝ G x v) 0 :=
    hG.hasFDerivAt.hasLineDerivAt v
  -- the whole line x + t v lies in M, so both restrictions are the same function of t
  have e : (fun t : ℝ => G (x + t • v)) = fun t : ℝ => F (x + t • v) :=
    funext fun t => h (M.add_mem hx (M.smul_mem t hv))
  rw [e] at dG
  exact dG.unique dF

/-- Let `F` be differentiable. Every differentiable functional equal to `F` on the data space `M`
has the same projected gradient at points of `M`, while for each `w` orthogonal to `M` some such
functional has gradient `∇F + w` everywhere. -/
theorem data_fix_only_projected_gradient (M : Submodule ℝ E) [M.HasOrthogonalProjection]
    {F : E → ℝ} (hF : Differentiable ℝ F) :
    (∀ G : E → ℝ, Differentiable ℝ G → Set.EqOn G F M →
      ∀ x ∈ M, M.starProjection (gradient G x) = M.starProjection (gradient F x)) ∧
    (∀ w ∈ Mᗮ, ∃ G : E → ℝ, Differentiable ℝ G ∧ Set.EqOn G F M ∧
      ∀ x, gradient G x = gradient F x + w) := by
  constructor
  · intro G hG h x hx
    rw [projection_eq_iff, Submodule.mem_orthogonal']
    intro v hv
    rw [inner_sub_left, tangential_slope_eq (hF x) (hG x) h hx hv, sub_self]
  · intro w hw
    refine ⟨tilt F w, fun x => (hasFDerivAt_tilt (hF x) w).differentiableAt, ?_, ?_⟩
    · -- the added linear term vanishes on M
      intro y hy
      have h0 := (Submodule.mem_orthogonal' M w).1 hw y hy
      simp only [tilt, h0, add_zero]
    · intro x
      refine ext_inner_right ℝ fun v => ?_
      rw [inner_gradient, (hasFDerivAt_tilt (hF x) w).fderiv, inner_add_left, inner_gradient]
      rfl

/-- One step of projected gradient descent with step length `η`. -/
def projectedStep (M : Submodule ℝ E) [M.HasOrthogonalProjection] (η : ℝ) (F : E → ℝ)
    (x : E) : E :=
  x - η • M.starProjection (gradient F x)

/-- Projected gradient descent started in `M` stays in `M` and gives the same iterates for
any two differentiable functionals that agree on `M`. -/
theorem projected_descent_eq (M : Submodule ℝ E) [M.HasOrthogonalProjection] (η : ℝ)
    {F G : E → ℝ} (hF : Differentiable ℝ F) (hG : Differentiable ℝ G)
    (h : Set.EqOn G F M) {x : E} (hx : x ∈ M) (k : ℕ) :
    (projectedStep M η F)^[k] x ∈ M ∧
      (projectedStep M η G)^[k] x = (projectedStep M η F)^[k] x := by
  induction k with
  | zero => exact ⟨hx, rfl⟩
  | succ k ih =>
    obtain ⟨hmem, heq⟩ := ih
    rw [iterate_succ_apply', iterate_succ_apply', heq]
    constructor
    · exact M.sub_mem hmem (M.smul_mem η (M.starProjection_apply_mem _))
    · unfold projectedStep
      rw [(data_fix_only_projected_gradient M hF).1 G hG h _ hmem]

end

end LearnedFunctionalGradient
```

The compiler's answer:

```
Main.lean:112:10: error: Tactic `rewrite` failed: Did not find an occurrence of the pattern
  M.starProjection (gradient G ((projectedStep M η F)^[k] x))
in the target expression
  (fun x => x - η • M.starProjection (gradient F x))^[k] x -
      η • M.starProjection (gradient G ((fun x => x - η • M.starProjection (gradient F x))^[k] x)) =
    (fun x => x - η • M.starProjection (gradient F x))^[k] x -
      η • M.starProjection (gradient F ((fun x => x - η • M.starProjection (gradient F x))^[k] x))

case succ.right
E : Type u_1
inst✝³ : NormedAddCommGroup E
inst✝² : InnerProductSpace ℝ E
inst✝¹ : CompleteSpace E
M : Submodule ℝ E
inst✝ : M.HasOrthogonalProjection
η : ℝ
F G : E → ℝ
hF : Differentiable ℝ F
hG : Differentiable ℝ G
h : Set.EqOn G F ↑M
x : E
hx : x ∈ M
k : ℕ
hmem : (projectedStep M η F)^[k] x ∈ M
heq : (projectedStep M η G)^[k] x = (projectedStep M η F)^[k] x
⊢ (fun x => x - η • M.starProjection (gradient F x))^[k] x -
      η • M.starProjection (gradient G ((fun x => x - η • M.starProjection (gradient F x))^[k] x)) =
    (fun x => x - η • M.starProjection (gradient F x))^[k] x -
      η • M.starProjection (gradient F ((fun x => x - η • M.starProjection (gradient F x))^[k] x))
```

This version goes through:

```diff
@@ -109,6 +109,7 @@
     constructor
     · exact M.sub_mem hmem (M.smul_mem η (M.starProjection_apply_mem _))
-    · unfold projectedStep
-      rw [(data_fix_only_projected_gradient M hF).1 G hG h _ hmem]
+    · -- equal projected gradients give equal updates
+      exact congrArg (fun p => (projectedStep M η F)^[k] x - η • p)
+        ((data_fix_only_projected_gradient M hF).1 G hG h _ hmem)
 
 end
```

What went wrong. The error comes in the induction step, where one more step with `G` must be shown equal to one more step with `F`, both taken from the current iterate `(projectedStep M η F)^[k] x`. The call `unfold projectedStep` was meant to open up that last step, but it also unfolded the definition inside the iterate, which became `(fun x => …)^[k] x`. The equality of projected gradients, obtained from `hmem`, still has the iterate in its folded form. The two forms are equal by definition, but `rw` does not unfold `projectedStep` when it searches for its pattern, so it finds no match.

The repair drops both `unfold` and `rw`. Instead, `congrArg` applies the map `p ↦ (projectedStep M η F)^[k] x - η • p` to the equality of projected gradients. The two sides of the result are, by definition, the two steps in the goal, and `exact` accepts it because it checks up to definitional equality and can unfold `projectedStep` as needed. The added comment only explains the step.
